# The density $1+c\,(x^4+y^4+z^4-\tfrac35)$ is nonnegative on the unit sphere exactly when $-\tfrac52\le c\le\tfrac{15}{4}$

## Density, population and sign convention

Let $x,y,z$ be real Cartesian coordinates along the cube axes of a site with cubic symmetry, and let $r^2=x^2+y^2+z^2$. The cubic hexadecapole function is the homogeneous quartic

$$K(x,y,z)=x^4+y^4+z^4-\tfrac35\,r^4 .$$

On the unit sphere it equals $x^4+y^4+z^4-\tfrac35$. The multipole density in the direction $(x,y,z)$, with $r=1$, is

$$\rho(x,y,z)=p+c\,K(x,y,z),$$

where the real number $p$ is the spherical part and the real number $c$ is the hexadecapole population. A positive $c$ raises the density along the cube axes and lowers it along the body diagonals. Since $K$ is not normalised, $c$ has to be rescaled before it is compared with a population that refers to a normalised angular function.

In a multipole refinement of diffraction data, each angular function is multiplied by a radial function. Here the distance from the nucleus is fixed, and the radial factors are absorbed into $p$ and $c$.

## The allowed interval and the directions of zero density

The claim is that $\rho\ge0$ in every direction if and only if

$$-\tfrac52\,p\le c\le\tfrac{15}{4}\,p .$$

First, $K$ is a true hexadecapole. As a function of $x$ alone,

$$K=\tfrac25x^4-\tfrac65(y^2+z^2)x^2+\text{const},\qquad \partial_x^2K=\tfrac{24}{5}x^2-\tfrac{12}{5}(y^2+z^2).$$

The other two second derivatives follow by permuting the coordinates. In the sum of the three, $x^2$ has the coefficient $\tfrac{24}{5}-\tfrac{12}{5}-\tfrac{12}{5}=0$, and so have $y^2$ and $z^2$. Hence $\nabla^2K=0$. A homogeneous harmonic polynomial of degree 4 restricts to a spherical harmonic with $l=4$.

Next come the extreme values on the sphere. Define

$$Q=x^2y^2+y^2z^2+z^2x^2,\qquad D=(x^2-y^2)^2+(y^2-z^2)^2+(z^2-x^2)^2 .$$

Squaring $x^2+y^2+z^2=1$ gives $x^4+y^4+z^4=1-2Q$. Expanding $D$ gives $D=2(x^4+y^4+z^4)-2Q=3(x^4+y^4+z^4)-1$. Therefore

$$K=\tfrac25-2Q=-\tfrac4{15}+\tfrac13D .$$

Both $Q$ and $D$ are sums of squares, so $-\tfrac4{15}\le K\le\tfrac25$. The upper value is reached on a cube axis, for example at $(1,0,0)$, and the lower one on a body diagonal, for example at $(1,1,1)/\sqrt3$.

If $\rho$ is nonnegative everywhere, it is nonnegative at these two points:

$$p+\tfrac25c\ge0,\qquad p-\tfrac4{15}c\ge0 .$$

These are the two bounds on $c$. Conversely, the identity

$$p+cK=\tfrac32\Big[\big(\tfrac25-K\big)\big(p-\tfrac4{15}c\big)+\big(K+\tfrac4{15}\big)\big(p+\tfrac25c\big)\Big]$$

writes the density as a weighted mean of its two extreme values. The weights are nonnegative, so the two bounds suffice.

For $p=1$ the interval is $-\tfrac52\le c\le\tfrac{15}4$. It is asymmetric because $K$ rises to $\tfrac25$ but falls only to $-\tfrac4{15}$. At its ends the density is

$$\rho=5Q\quad\text{for }c=-\tfrac52,\qquad \rho=\tfrac54D\quad\text{for }c=\tfrac{15}4 .$$

The first vanishes when at most one coordinate is nonzero, which means on the cube axes. The second vanishes when $x^2=y^2=z^2=\tfrac13$, which means on the body diagonals.

For a single site described by spherical terms and this one hexadecapole, the criterion $-\tfrac52\,p\le c\le\tfrac{15}{4}\,p$ applies at each distance from the nucleus separately. A refined population can be checked against it once the normalisation and the radial factors at that distance have been included in $p$ and $c$. Further multipoles, or density from neighbouring atoms, can change the bounds on $c$.

## The definitions in Lean

```lean
import Mathlib

namespace CubicHexadecapole

noncomputable section
```

The function $K$ is defined on all of $\mathbb R^3$ in its homogeneous form, which is the form needed for Laplace's equation.

```lean
/-- The cubic hexadecapole function, as a homogeneous quartic polynomial in the
Cartesian coordinates. -/
def cubicHarmonic (x y z : ℝ) : ℝ :=
  x ^ 4 + y ^ 4 + z ^ 4 - 3 / 5 * (x ^ 2 + y ^ 2 + z ^ 2) ^ 2
```

The density takes `p` and `c` as its first two arguments and the coordinates as the other three. Only its values at $r=1$ have the physical meaning given above, since the formula contains no radial function.

```lean
/-- The multipole density with spherical part `p` and hexadecapole population `c`. -/
def density (p c x y z : ℝ) : ℝ := p + c * cubicHarmonic x y z
```

A direction is a triple of real numbers whose squares add up to 1. `NonnegOnSphere p c` is the proposition that the density is at least zero for every such triple. No sign is imposed on `p`.

```lean
/-- The density is nonnegative in every direction, that is, on the whole unit sphere. -/
def NonnegOnSphere (p c : ℝ) : Prop :=
  ∀ x y z : ℝ, x ^ 2 + y ^ 2 + z ^ 2 = 1 → 0 ≤ density p c x y z
```

## Laplace's equation from explicit derivatives

The first lemma computes the second derivative along the first coordinate, with the other two held at `a` and `b`. The step `hf` rewrites $K$ as a polynomial in one variable, `h1` gives its first derivative, and the last lines differentiate once more.

```lean
/-- The second derivative of the cubic hexadecapole function along the first coordinate. -/
theorem second_deriv (a b x : ℝ) :
    deriv (deriv (fun t => cubicHarmonic t a b)) x
      = 24 / 5 * x ^ 2 - 12 / 5 * (a ^ 2 + b ^ 2) := by
  have hf : (fun t => cubicHarmonic t a b) = fun t => 2 / 5 * t ^ 4
      - 6 / 5 * (a ^ 2 + b ^ 2) * t ^ 2
      + (a ^ 4 + b ^ 4 - 3 / 5 * (a ^ 2 + b ^ 2) ^ 2) := by
    funext t
    unfold cubicHarmonic
    ring
  have h1 : deriv (fun t => cubicHarmonic t a b)
      = fun t => 8 / 5 * t ^ 3 - 12 / 5 * (a ^ 2 + b ^ 2) * t := by
    rw [hf]
    funext t
    have h4 : HasDerivAt (fun t : ℝ => t ^ 4) (4 * t ^ 3) t := by
      simpa using hasDerivAt_pow 4 t
    have h2 : HasDerivAt (fun t : ℝ => t ^ 2) (2 * t) t := by
      simpa using hasDerivAt_pow 2 t
    have h := ((h4.const_mul (2 / 5)).fun_sub
      (h2.const_mul (6 / 5 * (a ^ 2 + b ^ 2)))).add_const
      (a ^ 4 + b ^ 4 - 3 / 5 * (a ^ 2 + b ^ 2) ^ 2)
    exact (h.congr_deriv (by ring)).deriv
  rw [h1]
  have h3 : HasDerivAt (fun t : ℝ => t ^ 3) (3 * x ^ 2) x := by
    simpa using hasDerivAt_pow 3 x
  have h := (h3.const_mul (8 / 5)).fun_sub
    ((hasDerivAt_id' x).const_mul (12 / 5 * (a ^ 2 + b ^ 2)))
  exact (h.congr_deriv (by ring)).deriv
```

Since $K$ is symmetric under permutations of the coordinates, the same lemma serves all three directions. The steps `hy` and `hz` move the varying coordinate to the first place, and `ring` confirms that the three results cancel.

```lean
/-- The cubic hexadecapole function satisfies Laplace's equation: its three second
partial derivatives add up to zero at every point. -/
theorem laplace_equation (x y z : ℝ) :
    deriv (deriv (fun t => cubicHarmonic t y z)) x
      + deriv (deriv (fun t => cubicHarmonic x t z)) y
      + deriv (deriv (fun t => cubicHarmonic x y t)) z = 0 := by
  -- cubic symmetry reduces the other two directions to the first
  have hy : (fun t => cubicHarmonic x t z) = fun t => cubicHarmonic t x z := by
    funext t
    unfold cubicHarmonic
    ring
  have hz : (fun t => cubicHarmonic x y t) = fun t => cubicHarmonic t x y := by
    funext t
    unfold cubicHarmonic
    ring
  rw [hy, hz, second_deriv, second_deriv, second_deriv]
  ring
```

## Two expressions for the hexadecapole on the sphere

The next two lemmas are $K=\tfrac25-2Q$ and $K=-\tfrac4{15}+\tfrac13D$. Both take the constraint `h`, that the point lies on the unit sphere. Without the constraint, the two sides of the first differ by $\tfrac25(r^4-1)=\tfrac25(r^2+1)(r^2-1)$. This is why `linear_combination` multiplies `h` by $\tfrac25(r^2+1)$.

```lean
/-- On the unit sphere the function is 2/5 minus a sum of squares that measures the
departure from the cube axes. -/
theorem eq_from_axes {x y z : ℝ} (h : x ^ 2 + y ^ 2 + z ^ 2 = 1) :
    cubicHarmonic x y z
      = 2 / 5 - 2 * ((x * y) ^ 2 + (y * z) ^ 2 + (z * x) ^ 2) := by
  unfold cubicHarmonic
  linear_combination (2 / 5 * (x ^ 2 + y ^ 2 + z ^ 2 + 1)) * h
```

In the second lemma the difference is $-\tfrac4{15}(r^4-1)$, and the multiplier changes accordingly.

```lean
/-- On the unit sphere the function is -4/15 plus a sum of squares that measures the
departure from the body diagonals. -/
theorem eq_from_diagonals {x y z : ℝ} (h : x ^ 2 + y ^ 2 + z ^ 2 = 1) :
    cubicHarmonic x y z = -4 / 15
      + 1 / 3 * ((x ^ 2 - y ^ 2) ^ 2 + (y ^ 2 - z ^ 2) ^ 2 + (z ^ 2 - x ^ 2) ^ 2) := by
  unfold cubicHarmonic
  linear_combination (-4 / 15 * (x ^ 2 + y ^ 2 + z ^ 2 + 1)) * h
```

## The criterion for any spherical part

The theorem `nonneg_iff` holds for all real `p` and `c`. For $p=0$ it leaves only $c=0$, and for $p<0$ no population satisfies both inequalities.

In the forward direction, `s` is a number with $3s^2=1$, so that `s s s` is a point on a body diagonal. The values `e1` and `e2` are the two extremes of $K$, and `linarith` turns the two resulting inequalities into the bounds on $c$.

In the reverse direction, `hmax` and `hmin` state that the two weights are nonnegative, while `ha` and `hd` state the same of the density on an axis and on a diagonal. The final `nlinarith` receives the two products whose sum is $\tfrac23\rho$.

```lean
/-- A density with spherical part `p` and hexadecapole population `c` is nonnegative in
every direction if and only if `c` lies between `-(5/2) p` and `(15/4) p`. -/
theorem nonneg_iff (p c : ℝ) :
    NonnegOnSphere p c ↔ -(5 / 2) * p ≤ c ∧ c ≤ 15 / 4 * p := by
  constructor
  · intro H
    -- test the density on a cube axis and on a body diagonal
    obtain ⟨s, hs⟩ : ∃ s : ℝ, s ^ 2 + s ^ 2 + s ^ 2 = 1 :=
      ⟨√(1 / 3), by rw [Real.sq_sqrt (by norm_num)]; norm_num⟩
    have e1 : cubicHarmonic 1 0 0 = 2 / 5 := by norm_num [cubicHarmonic]
    have e2 : cubicHarmonic s s s = -4 / 15 := by
      rw [eq_from_diagonals hs]
      ring
    have h1 := H 1 0 0 (by norm_num)
    have h2 := H s s s hs
    unfold density at h1 h2
    rw [e1] at h1
    rw [e2] at h2
    constructor <;> linarith
  · rintro ⟨hl, hu⟩ x y z h
    have hmax : 0 ≤ 2 / 5 - cubicHarmonic x y z := by
      rw [eq_from_axes h]
      linarith [sq_nonneg (x * y), sq_nonneg (y * z), sq_nonneg (z * x)]
    have hmin : 0 ≤ cubicHarmonic x y z + 4 / 15 := by
      rw [eq_from_diagonals h]
      linarith [sq_nonneg (x ^ 2 - y ^ 2), sq_nonneg (y ^ 2 - z ^ 2),
        sq_nonneg (z ^ 2 - x ^ 2)]
    have ha : 0 ≤ p + 2 / 5 * c := by linarith
    have hd : 0 ≤ p - 4 / 15 * c := by linarith
    -- the density is a convex combination of its two extreme values
    unfold density
    nlinarith [mul_nonneg hmax hd, mul_nonneg hmin ha]
```

## Unit spherical part and the asymmetry in sign

For $p=1$ the criterion is stated with the explicit expression $1+c\,(x^4+y^4+z^4-\tfrac35)$, so it can be read without the earlier definitions. The step `key` shows that this condition is the same as `NonnegOnSphere 1 c`, because $r^4=1$ on the sphere. The general theorem then gives the interval.

```lean
/-- The density `1 + c (x⁴ + y⁴ + z⁴ - 3/5)` is nonnegative on the whole unit sphere if
and only if `-5/2 ≤ c ≤ 15/4`. -/
theorem unit_density_nonneg_iff (c : ℝ) :
    (∀ x y z : ℝ, x ^ 2 + y ^ 2 + z ^ 2 = 1 →
      0 ≤ 1 + c * (x ^ 4 + y ^ 4 + z ^ 4 - 3 / 5)) ↔ -5 / 2 ≤ c ∧ c ≤ 15 / 4 := by
  have key : (∀ x y z : ℝ, x ^ 2 + y ^ 2 + z ^ 2 = 1 →
      0 ≤ 1 + c * (x ^ 4 + y ^ 4 + z ^ 4 - 3 / 5)) ↔ NonnegOnSphere 1 c := by
    unfold NonnegOnSphere
    refine forall_congr' fun x => forall_congr' fun y => forall_congr' fun z =>
      forall_congr' fun h => ?_
    unfold density cubicHarmonic
    rw [h, one_pow, mul_one]
  rw [key, nonneg_iff]
  constructor <;> rintro ⟨h1, h2⟩ <;> constructor <;> linarith
```

The asymmetry is stated for $\tfrac52<c\le\tfrac{15}4$: the population $c$ is allowed and $-c$ is not. Both parts follow from `nonneg_iff`, the second because $-c<-\tfrac52$.

```lean
/-- With unit spherical part, a population `c` above 5/2 and up to 15/4 gives a
nonnegative density, while the opposite population `-c` does not. -/
theorem sign_asymmetry {c : ℝ} (h1 : 5 / 2 < c) (h2 : c ≤ 15 / 4) :
    NonnegOnSphere 1 c ∧ ¬ NonnegOnSphere 1 (-c) := by
  rw [nonneg_iff, nonneg_iff]
  refine ⟨⟨by linarith, by linarith⟩, ?_⟩
  rintro ⟨h3, _⟩
  linarith
```

## Where the density vanishes at the limiting populations

At $c=-\tfrac52$ a point of the unit sphere lies on a cube axis when one of its squared coordinates equals 1, and this is how the theorem expresses it. If the density is zero, then $Q=0$, so each of the three products $xy$, $yz$, $zx$ vanishes. The case distinction finds two zero coordinates, and the constraint makes the square of the third equal to 1. Conversely, if one squared coordinate is 1, the constraint forces the other two coordinates to vanish, and the density is zero.

```lean
/-- At population -5/2 and unit spherical part, the density vanishes at a point of the
unit sphere exactly when the point lies on a cube axis. -/
theorem zero_iff_axis {x y z : ℝ} (h : x ^ 2 + y ^ 2 + z ^ 2 = 1) :
    density 1 (-5 / 2) x y z = 0 ↔ x ^ 2 = 1 ∨ y ^ 2 = 1 ∨ z ^ 2 = 1 := by
  have hK := eq_from_axes h
  unfold density
  constructor
  · intro h0
    -- all pairwise products of coordinates vanish
    have hs : (x * y) ^ 2 + (y * z) ^ 2 + (z * x) ^ 2 = 0 := by linarith
    have a1 := sq_nonneg (x * y)
    have a2 := sq_nonneg (y * z)
    have a3 := sq_nonneg (z * x)
    have hxy : x * y = 0 := (pow_eq_zero_iff two_ne_zero).mp (by linarith)
    have hyz : y * z = 0 := (pow_eq_zero_iff two_ne_zero).mp (by linarith)
    have hzx : z * x = 0 := (pow_eq_zero_iff two_ne_zero).mp (by linarith)
    rcases mul_eq_zero.mp hxy with hx | hy
    · rcases mul_eq_zero.mp hyz with hy | hz
      · right; right
        rw [hx, hy] at h
        linarith
      · right; left
        rw [hx, hz] at h
        linarith
    · rcases mul_eq_zero.mp hzx with hz | hx
      · left
        rw [hy, hz] at h
        linarith
      · right; right
        rw [hx, hy] at h
        linarith
  · have b1 := sq_nonneg x
    have b2 := sq_nonneg y
    have b3 := sq_nonneg z
    rintro (h1 | h1 | h1)
    · have hy : y = 0 := (pow_eq_zero_iff two_ne_zero).mp (by linarith)
      have hz : z = 0 := (pow_eq_zero_iff two_ne_zero).mp (by linarith)
      rw [hK, hy, hz]
      ring
    · have hx : x = 0 := (pow_eq_zero_iff two_ne_zero).mp (by linarith)
      have hz : z = 0 := (pow_eq_zero_iff two_ne_zero).mp (by linarith)
      rw [hK, hx, hz]
      ring
    · have hx : x = 0 := (pow_eq_zero_iff two_ne_zero).mp (by linarith)
      have hy : y = 0 := (pow_eq_zero_iff two_ne_zero).mp (by linarith)
      rw [hK, hx, hy]
      ring
```

At $c=\tfrac{15}4$ zero density means $D=0$. The squared coordinates are then equal, and since they add up to 1, each is $\tfrac13$. The converse is a substitution into the second expression for $K$.

```lean
/-- At population 15/4 and unit spherical part, the density vanishes at a point of the
unit sphere exactly when the point lies on a body diagonal. -/
theorem zero_iff_diagonal {x y z : ℝ} (h : x ^ 2 + y ^ 2 + z ^ 2 = 1) :
    density 1 (15 / 4) x y z = 0 ↔ x ^ 2 = 1 / 3 ∧ y ^ 2 = 1 / 3 ∧ z ^ 2 = 1 / 3 := by
  have hK := eq_from_diagonals h
  unfold density
  constructor
  · intro h0
    have a1 := sq_nonneg (x ^ 2 - y ^ 2)
    have a2 := sq_nonneg (y ^ 2 - z ^ 2)
    have a3 := sq_nonneg (z ^ 2 - x ^ 2)
    have hxy : x ^ 2 - y ^ 2 = 0 := (pow_eq_zero_iff two_ne_zero).mp (by linarith)
    have hyz : y ^ 2 - z ^ 2 = 0 := (pow_eq_zero_iff two_ne_zero).mp (by linarith)
    exact ⟨by linarith, by linarith, by linarith⟩
  · rintro ⟨hx, hy, hz⟩
    rw [hK, hx, hy, hz]
    norm_num

end

end CubicHexadecapole
```

```lean
#print axioms CubicHexadecapole.unit_density_nonneg_iff
#print axioms CubicHexadecapole.sign_asymmetry
#print axioms CubicHexadecapole.zero_iff_axis
#print axioms CubicHexadecapole.zero_iff_diagonal
```

```
'CubicHexadecapole.unit_density_nonneg_iff' depends on axioms: [propext, Classical.choice, Quot.sound]
'CubicHexadecapole.sign_asymmetry' depends on axioms: [propext, Classical.choice, Quot.sound]
'CubicHexadecapole.zero_iff_axis' depends on axioms: [propext, Classical.choice, Quot.sound]
'CubicHexadecapole.zero_iff_diagonal' depends on axioms: [propext, Classical.choice, Quot.sound]
```
